# Coupled cluster doubles on non-interacting two-level H₂ molecules: the projected equations give an exact eigenvector

A state of $N$ non-interacting H₂ molecules is represented here by a real function on the subsets of $\{0,\dots,N-1\}$, a subset listing the molecules whose electron pair is excited, so that orbitals and fermion operators do not appear and the Hamiltonian is fixed by two real constants $D$ and $K$. In this model, a vector whose coefficients are products of one amplitude per excited molecule, and which satisfies the Schrödinger equation on the reference and on the configurations with one excited molecule, satisfies it on every configuration.

```lean
import Mathlib

open Finset
open scoped symmDiff

namespace CoupledClusterNH2

variable {N : ℕ}

/-- The configuration obtained from `S` by de-exciting molecule `k` if it is excited, and by
exciting it otherwise. -/
def flipMol (k : Fin N) (S : Finset (Fin N)) : Finset (Fin N) :=
  if k ∈ S then S.erase k else insert k S

/-- The N H2 model Hamiltonian: diagonal element `2 D card S` and coupling `K` between
configurations that differ in the state of one molecule. -/
def ham (D K : ℝ) (y : Finset (Fin N) → ℝ) (S : Finset (Fin N)) : ℝ :=
  2 * D * (S.card : ℝ) * y S + K * ∑ k, y (flipMol k S)

/-- The coupled cluster doubles vector: the coefficient of `S` is the product of the
amplitudes of the excited molecules. -/
def ccVec (t : Fin N → ℝ) (S : Finset (Fin N)) : ℝ :=
  ∏ k ∈ S, t k

/-- The residual `K + 2 D t - K t ^ 2` of the one-molecule amplitude equation. -/
def residual (D K t : ℝ) : ℝ :=
  K + 2 * D * t - K * t ^ 2

/-- A configuration `T` is the flip of `S` at molecule `k` exactly when `S` and `T` differ in
the single element `k`. -/
theorem eq_flipMol_iff (k : Fin N) (S T : Finset (Fin N)) :
    T = flipMol k S ↔ S ∆ T = {k} := by
  unfold flipMol
  simp only [Finset.ext_iff, Finset.mem_symmDiff, Finset.mem_singleton]
  refine forall_congr' fun a => ?_
  by_cases hk : k ∈ S
  · rw [if_pos hk, Finset.mem_erase]
    by_cases ha : a = k
    · subst ha
      tauto
    · tauto
  · rw [if_neg hk, Finset.mem_insert]
    by_cases ha : a = k
    · subst ha
      tauto
    · tauto

/-- The action of the Hamiltonian splits into the diagonal term, the coupling to
configurations with one excitation fewer, and the coupling to those with one more. -/
theorem ham_split (D K : ℝ) (y : Finset (Fin N) → ℝ) (S : Finset (Fin N)) :
    ham D K y S = 2 * D * (S.card : ℝ) * y S
      + K * (∑ k ∈ S, y (S.erase k) + ∑ k ∈ Sᶜ, y (insert k S)) := by
  have h1 : ∑ k ∈ S, y (flipMol k S) = ∑ k ∈ S, y (S.erase k) :=
    Finset.sum_congr rfl fun k hk => by rw [flipMol, if_pos hk]
  have h2 : ∑ k ∈ Sᶜ, y (flipMol k S) = ∑ k ∈ Sᶜ, y (insert k S) :=
    Finset.sum_congr rfl fun k hk => by rw [flipMol, if_neg (Finset.mem_compl.mp hk)]
  rw [ham, ← Finset.sum_add_sum_compl S (fun k => y (flipMol k S)), h1, h2]

/-- For the coupled cluster vector `y`, the component of `H y - (K ∑ t) y` on `S` is the sum
over excited molecules `k` of the residual of `t k` times `y (S \ k)`. -/
theorem ham_ccVec (D K : ℝ) (t : Fin N → ℝ) (S : Finset (Fin N)) :
    ham D K (ccVec t) S = K * (∑ k, t k) * ccVec t S
      + ∑ k ∈ S, residual D K (t k) * ccVec t (S.erase k) := by
  -- exciting one more molecule multiplies the coefficient by its amplitude
  have hup : ∑ k ∈ Sᶜ, ccVec t (insert k S) = (∑ k ∈ Sᶜ, t k) * ccVec t S := by
    rw [Finset.sum_mul]
    refine Finset.sum_congr rfl fun k hk => ?_
    unfold ccVec
    rw [Finset.prod_insert (Finset.mem_compl.mp hk)]
  -- for an excited molecule, y S = t k * y (S \ k)
  have hterm : ∀ k ∈ S, residual D K (t k) * ccVec t (S.erase k)
      = K * ccVec t (S.erase k) + 2 * D * ccVec t S - K * ccVec t S * t k := by
    intro k hk
    have h : t k * ccVec t (S.erase k) = ccVec t S := Finset.mul_prod_erase S t hk
    rw [← h, residual]
    ring
  have hdown : ∑ k ∈ S, residual D K (t k) * ccVec t (S.erase k)
      = K * ∑ k ∈ S, ccVec t (S.erase k) + (S.card : ℝ) * (2 * D * ccVec t S)
        - K * ccVec t S * ∑ k ∈ S, t k := by
    rw [Finset.sum_congr rfl hterm, Finset.sum_sub_distrib, Finset.sum_add_distrib,
      Finset.sum_const, nsmul_eq_mul, Finset.mul_sum, Finset.mul_sum]
  rw [ham_split, hup, hdown, ← Finset.sum_add_sum_compl S t]
  ring

/-- The equation `H y = E y` on the reference configuration fixes the energy as
`E = K ∑ t`. -/
theorem energy_of_reference (D K E : ℝ) (t : Fin N → ℝ)
    (h0 : ham D K (ccVec t) ∅ = E * ccVec t ∅) : E = K * ∑ k, t k := by
  rw [ham_ccVec, Finset.sum_empty] at h0
  have h1 : ccVec t ∅ = 1 := Finset.prod_empty
  rw [h1] at h0
  linarith

/-- The equations `H y = E y` on the reference and on the configuration `{k}` force the
amplitude equation `K + 2 D t - K t ^ 2 = 0` for molecule `k`. -/
theorem residual_eq_zero (D K E : ℝ) (t : Fin N → ℝ) (k : Fin N)
    (h0 : ham D K (ccVec t) ∅ = E * ccVec t ∅)
    (h1 : ham D K (ccVec t) {k} = E * ccVec t {k}) : residual D K (t k) = 0 := by
  have he : ccVec t ∅ = 1 := Finset.prod_empty
  rw [ham_ccVec, Finset.sum_singleton, Finset.erase_singleton, he,
    energy_of_reference D K E t h0] at h1
  linarith

/-- If the coupled cluster vector satisfies `H y = E y` on the empty set and on all
singletons, then `E = K ∑ t` and `H y = E y` holds on every configuration. -/
theorem ccd_exact (D K E : ℝ) (t : Fin N → ℝ)
    (h0 : ham D K (ccVec t) ∅ = E * ccVec t ∅)
    (h1 : ∀ k, ham D K (ccVec t) {k} = E * ccVec t {k}) :
    E = K * ∑ k, t k ∧ ∀ S, ham D K (ccVec t) S = E * ccVec t S := by
  have hE := energy_of_reference D K E t h0
  refine ⟨hE, fun S => ?_⟩
  -- every residual vanishes, so only the energy term is left
  have hz : ∑ k ∈ S, residual D K (t k) * ccVec t (S.erase k) = 0 :=
    Finset.sum_eq_zero fun k _ => by
      rw [residual_eq_zero D K E t k h0 (h1 k), zero_mul]
  rw [ham_ccVec, hz, add_zero, ← hE]

/-- The coupled cluster vector satisfies `H y = E y` on all configurations exactly when
`E = K ∑ t` and each amplitude solves the one-molecule equation. -/
theorem ccd_eigen_iff (D K E : ℝ) (t : Fin N → ℝ) :
    (∀ S, ham D K (ccVec t) S = E * ccVec t S)
      ↔ E = K * ∑ k, t k ∧ ∀ k, residual D K (t k) = 0 := by
  constructor
  · intro h
    exact ⟨energy_of_reference D K E t (h ∅),
      fun k => residual_eq_zero D K E t k (h ∅) (h {k})⟩
  · rintro ⟨hE, hr⟩ S
    have hz : ∑ k ∈ S, residual D K (t k) * ccVec t (S.erase k) = 0 :=
      Finset.sum_eq_zero fun k _ => by rw [hr k, zero_mul]
    rw [ham_ccVec, hz, add_zero, ← hE]

/-- For `K ≠ 0` the uniform amplitude with `K τ = D - √(D² + K²)` gives a coupled cluster
vector with `H y = E y` and `E = N (D - √(D² + K²))`. -/
theorem ccd_uniform_energy (D K τ : ℝ) (hK : K ≠ 0)
    (hτ : K * τ = D - Real.sqrt (D ^ 2 + K ^ 2)) (S : Finset (Fin N)) :
    ham D K (ccVec fun _ => τ) S
      = (N : ℝ) * (D - Real.sqrt (D ^ 2 + K ^ 2)) * ccVec (fun _ => τ) S := by
  have hs : Real.sqrt (D ^ 2 + K ^ 2) ^ 2 = D ^ 2 + K ^ 2 := Real.sq_sqrt (by positivity)
  have hs' : Real.sqrt (D ^ 2 + K ^ 2) = D - K * τ := by linarith
  rw [hs'] at hs
  -- K times the residual vanishes, and K cancels
  have hr : residual D K τ = 0 := by
    apply mul_left_cancel₀ hK
    unfold residual
    linear_combination (-1 : ℝ) * hs
  refine (ccd_eigen_iff D K _ (fun _ => τ)).mpr ⟨?_, fun _ => hr⟩ S
  rw [Finset.sum_const, Finset.card_univ, Fintype.card_fin, nsmul_eq_mul, ← hτ]
  ring

/-- With `D = 2`, `K = 3/2`, all amplitudes `-1/3` and `E = -N/2`, the equation `H y = E y`
holds on the empty set and on all singletons. -/
theorem ccd_exact_witness :
    ham 2 (3 / 2) (ccVec fun _ : Fin N => -1 / 3) ∅
        = -(N : ℝ) / 2 * ccVec (fun _ : Fin N => -1 / 3) ∅ ∧
      ∀ k, ham 2 (3 / 2) (ccVec fun _ : Fin N => -1 / 3) {k}
        = -(N : ℝ) / 2 * ccVec (fun _ : Fin N => -1 / 3) {k} := by
  have h : ∀ S, ham 2 (3 / 2) (ccVec fun _ : Fin N => -1 / 3) S
      = -(N : ℝ) / 2 * ccVec (fun _ : Fin N => -1 / 3) S := by
    refine (ccd_eigen_iff 2 (3 / 2) _ _).mpr ⟨?_, fun _ => ?_⟩
    · rw [Finset.sum_const, Finset.card_univ, Fintype.card_fin, nsmul_eq_mul]
      ring
    · unfold residual
      norm_num
  exact ⟨h ∅, fun k => h {k}⟩

end CoupledClusterNH2
```

```lean
#print axioms CoupledClusterNH2.eq_flipMol_iff
-- 'CoupledClusterNH2.eq_flipMol_iff' depends on axioms: [propext, Classical.choice, Quot.sound]
#print axioms CoupledClusterNH2.ccd_exact
-- 'CoupledClusterNH2.ccd_exact' depends on axioms: [propext, Classical.choice, Quot.sound]
#print axioms CoupledClusterNH2.ccd_eigen_iff
-- 'CoupledClusterNH2.ccd_eigen_iff' depends on axioms: [propext, Classical.choice, Quot.sound]
#print axioms CoupledClusterNH2.ccd_uniform_energy
-- 'CoupledClusterNH2.ccd_uniform_energy' depends on axioms: [propext, Classical.choice, Quot.sound]
```

## Subsets as configurations and the two constants

Molecules carry labels $k = 0,\dots,N-1$, the elements of `Fin N`. Each molecule has two states: in a minimal basis, both electrons in the bonding orbital $\sigma_g$, or both in the antibonding orbital $\sigma_u$. A configuration of the whole system is a subset $S$, of type `Finset (Fin N)`, containing the molecules in the second state, and $|S|$ is its size `S.card`. The empty set is the reference determinant. A singleton $\{k\}$ is a double excitation, since two electrons are moved, and a subset $S$ has excitation level $2|S|$. A vector $y$ is a function `Finset (Fin N) → ℝ`, whose value $y(S)$ is the coefficient of configuration $S$ in a basis that is regarded as orthonormal.

The definition `flipMol k S` changes the state of molecule $k$: it is $S\setminus\{k\}$ (`S.erase k`) if $k\in S$ and $S\cup\{k\}$ (`insert k S`) otherwise. Writing $\mathrm{flip}_k S$ for it, the Hamiltonian `ham D K` acts by

$$(Hy)(S) = 2D\,|S|\,y(S) + K\sum_{k=0}^{N-1} y(\mathrm{flip}_k S).$$

The constant $2D$ is the diagonal energy of the excited state of one molecule above its reference state, and $K$ is the matrix element between the two states, which in the minimal basis is the exchange integral of $\sigma_g$ and $\sigma_u$. The diagonal element of the empty set is zero, so energies are measured from the reference and an eigenvalue $E$ is the energy of a state relative to the reference; for the lowest eigenvalue this is the correlation energy of the model. For $N=1$, in the order $\emptyset,\{0\}$, the matrix is

$$\begin{pmatrix} 0 & K\\ K & 2D\end{pmatrix},$$

and for general $N$ the operator is a sum over the molecules, each term acting as this block on one molecule and as the identity on the others. That additive form is the assumption of non-interaction. It is built into `ham` and not derived from an electronic Hamiltonian, and the same holds for the absence of singly excited and charge-transfer determinants and for all molecules sharing one $D$ and one $K$.

Given real amplitudes $t_k$, the function `t : Fin N → ℝ`, the coupled cluster vector `ccVec t` is

$$y(S) = \prod_{k\in S} t_k .$$

This is what the exponential ansatz produces. Let $X_k$ be the operator that excites the pair on molecule $k$, and $T=\sum_k t_k X_k$. Each $X_k$ is a product of four fermion operators, and different molecules have different orbitals, so the $X_k$ commute, and $X_k^2=0$. Hence $e^{T}=\prod_k(1+t_kX_k)$, and expanding the product on the reference gives the coefficient $\prod_{k\in S}t_k$ for $S$. The file starts from this coefficient formula and contains no exponential. The empty product gives $y(\emptyset)=1$, which is intermediate normalisation: $y$ is never the zero vector, its squared length is $\prod_k(1+t_k^2)$, and the normalised coefficients are $y(S)/\prod_k\sqrt{1+t_k^2}$.

Finally, `residual D K t` is the polynomial $r(t)=K+2Dt-Kt^2$, and $r_k$ stands for $r(t_k)$.

## The theorems in words

The main theorem `ccd_exact` holds for every natural number $N$, all real $D$, $K$, $E$ and all real amplitudes. Its hypothesis `h0` is $(Hy)(\emptyset)=E\,y(\emptyset)$ and `h1` is $(Hy)(\{k\})=E\,y(\{k\})$ for every $k$. These $N+1$ equations are the doubles equations in unlinked form, the projections of $(H-E)e^{T}$ applied to the reference onto the reference and the double excitations. The conclusion is that $E=K\sum_k t_k$ and that $(Hy)(S)=E\,y(S)$ for all $2^N$ subsets $S$. For $N=0$ there is only the empty set and $E=0$. For $N=1$ the hypotheses already cover both subsets. The first case with new content is $N=2$, where the equation on $\{0,1\}$ follows from the other three.

The equivalence `ccd_eigen_iff` characterises all eigenvectors of product form: $Hy=Ey$ on every subset exactly when $E=K\sum_k t_k$ and $r_k=0$ for each $k$. The amplitude equations are decoupled, one quadratic per molecule.

The theorem `ccd_uniform_energy` takes all amplitudes equal to a number $\tau$ with $K\tau = D-\sqrt{D^2+K^2}$ (hypothesis `hτ`) and $K\neq0$ (hypothesis `hK`), and concludes $Hy=Ey$ with $E=N\,(D-\sqrt{D^2+K^2})$. For $K\ne0$ the condition on $\tau$ has the single solution $\tau=(D-\sqrt{D^2+K^2})/K$, which the statement writes without a quotient. The condition $K\neq0$ says that the two states of a molecule are coupled. At $K=0$ and $D>0$ the equation for $\tau$ reads $0=0$ and would admit any $\tau$, while the residual $2D\tau$ vanishes only at $\tau=0$.

The theorem `ccd_exact_witness` gives numbers that satisfy `h0` and `h1` for every $N$: $D=2$, $K=3/2$, all amplitudes $-1/3$ and $E=-N/2$. Here $\sqrt{D^2+K^2}=5/2$, so this is the uniform solution. For $N=1$ the vector $(1,-1/3)$ normalises to $(3,-1)/\sqrt{10}$, and for general $N$ the weight of the reference in the normalised state is $(9/10)^N$.

None of the theorems says that the eigenvalue found is the lowest one. The quadratic $r(t)=0$ has two real roots when $K\neq0$, and `ccd_exact` applies to any assignment of roots to molecules; `ccd_uniform_energy` picks the root with the minus sign and states an eigenvalue equation, with no variational comparison. The symmetry of $H$ is neither stated nor used, and amplitudes are real throughout.

In electronic structure terms, the result says that for identical, non-interacting two-level molecules a solution of the coupled cluster doubles equations is an exact eigenvector of the full configuration interaction problem of the model, and that the uniform solution has an energy proportional to $N$. This is size extensivity in a finite model with two parameters, and it carries no statement about interacting molecules or larger bases.

## Derivation of the residual identity

Fix a subset $S$ and split the sum over molecules into those in $S$ and those outside. For any vector,

$$(Hy)(S)=2D|S|\,y(S)+K\sum_{k\in S}y(S\setminus\{k\})+K\sum_{k\notin S}y(S\cup\{k\}).\tag{1}$$

Now let $y$ be the product vector. For $k\notin S$ the product over $S\cup\{k\}$ has one more factor, $y(S\cup\{k\})=t_k\,y(S)$, so the last term of (1) is

$$K\,y(S)\sum_{k\notin S}t_k = K\Big(\sum_k t_k\Big)y(S)-K\,y(S)\sum_{k\in S}t_k .\tag{2}$$

The diagonal term is a sum of $|S|$ equal contributions, $2D|S|\,y(S)=\sum_{k\in S}2D\,y(S)$. Collecting everything that is summed over $S$,

$$(Hy)(S)=K\Big(\sum_k t_k\Big)y(S)+\sum_{k\in S}\Big[K\,y(S\setminus\{k\})+2D\,y(S)-K\,t_k\,y(S)\Big].$$

For $k\in S$ one factor can be taken out, $y(S)=t_k\,y(S\setminus\{k\})$. The bracket becomes $(K+2Dt_k-Kt_k^2)\,y(S\setminus\{k\})$, and therefore

$$(Hy)(S)=K\Big(\sum_k t_k\Big)y(S)+\sum_{k\in S}r_k\;y(S\setminus\{k\}).\tag{3}$$

This identity holds for arbitrary amplitudes, and the remaining steps are special cases of it.

At $S=\emptyset$ the second sum is empty and $y(\emptyset)=1$, so $(Hy)(\emptyset)=E\,y(\emptyset)$ reads $E=K\sum_k t_k$. At $S=\{k\}$ the second sum has the single term $r_k\,y(\emptyset)=r_k$, so the equation reads $K(\sum_l t_l)\,t_k+r_k=E\,t_k$, with $l$ running over all molecules. With the energy just found the first term equals the right side, which leaves $r_k=0$. Written out from (1), the same equation is $2Dt_k+K+K\sum_{l\ne k}t_kt_l=E\,t_k$, in which the quadruple excitations $\{k,l\}$ enter through the products $t_kt_l$. These cancel against all of $E\,t_k$ except the term $l=k$, and that term is the $-Kt_k^2$ of the residual. Once all $r_k$ vanish, (3) gives $(Hy)(S)=E\,y(S)$ for every $S$. Conversely, the equation on all subsets includes the empty set and the singletons, which yields the equivalence.

For the uniform solution put $R=\sqrt{D^2+K^2}$ and $K\tau=D-R$. Then $R=D-K\tau$, and squaring gives $D^2+K^2=D^2-2DK\tau+K^2\tau^2$, that is $K\,(K+2D\tau-K\tau^2)=0$. Dividing by $K\neq0$ gives $r(\tau)=0$, and the energy is $K\cdot N\tau=N(D-R)$. With $D=2$, $K=3/2$, $\tau=-1/3$ the residual is $3/2-4/3-1/6=0$ and the energy is $\tfrac32\cdot N\cdot(-\tfrac13)=-N/2$.

## The lemmas and their tactic steps

The lemma `eq_flipMol_iff` checks the definition against the description of the model: a subset $T$ equals $\mathrm{flip}_kS$ exactly when the symmetric difference `S ∆ T` is $\{k\}$. So the coupling $K$ joins precisely the configurations that differ in the state of one molecule. The proof turns both set equalities into membership statements for an element `a`, distinguishes $k\in S$ from $k\notin S$ and `a = k` from its negation, and closes the four cases with `tauto`. The later theorems work with `flipMol` directly and do not call this lemma.

Equation (1) is `ham_split`. The steps `h1` and `h2` resolve the `if` in `flipMol` under the sums over `S` and over the complement `Sᶜ`, where membership is known for each summand.

Identity (3) is `ham_ccVec`. The step `hup` is $y(S\cup\{k\})=t_k\,y(S)$, from `Finset.prod_insert` with the condition $k\notin S$, summed over the complement. The step `hterm` is the bracket for one $k\in S$: `Finset.mul_prod_erase` supplies $t_k\,y(S\setminus\{k\})=y(S)$, this is substituted for $y(S)$, and `ring` compares two polynomials in $D$, $K$, $t_k$ and $y(S\setminus\{k\})$. The step `hdown` sums `hterm` over $S$, and `Finset.sum_const` produces the factor $|S|$ in front of $2D\,y(S)$. The Lean proof thus expands the residual sum into the three terms of the bracket, the reverse of the direction taken above.

The lemmas `energy_of_reference` and `residual_eq_zero` evaluate (3) at `∅` and at `{k}`, use `Finset.prod_empty` for $y(\emptyset)=1$, and finish with `linarith`, since what remains is a rearrangement of one equation. In `ccd_exact` the step `hz` shows that the residual sum vanishes term by term, and the last rewrite leaves $E\,y(S)$ on both sides. The forward direction of `ccd_eigen_iff` applies the two lemmas to `h ∅` and `h {k}`, and the backward direction repeats the argument of `hz` with the residuals given as hypotheses.

In `ccd_uniform_energy`, `hs` is $R^2=D^2+K^2$, `hs'` is $R=D-K\tau$, and substitution turns `hs` into $(D-K\tau)^2=D^2+K^2$. The division by $K$ is `mul_left_cancel₀ hK`, which reduces the goal to $K\,r(\tau)=K\cdot0$, and `linear_combination (-1 : ℝ) * hs` confirms that this is $-1$ times the squared relation. The equivalence then needs the energy condition $N(D-R)=K\sum_k\tau$, which follows from $\sum_k\tau=N\tau$ and `hτ`. The witness theorem also goes through `ccd_eigen_iff`: it obtains the equation on all subsets and specialises it to `∅` and `{k}`.

## Splitting a sum over a subset and its complement

The argument rests on `Finset.sum_add_sum_compl`, which states that for a subset $S$ of a finite index type and any summand $f$,

$$\sum_{k\in S}f(k)+\sum_{k\notin S}f(k)=\sum_k f(k).$$

It is used twice, both times from right to left. In `ham_split` the summand is $y(\mathrm{flip}_kS)$, and the split separates de-excitations from excitations. In `ham_ccVec` the summand is $t_k$, and the split is equation (2). The subset is passed explicitly, as in `← Finset.sum_add_sum_compl S t`, because the right side of the lemma, the sum over all $k$, does not contain the lemma's subset argument, so matching it against the goal does not determine where to cut.

The second use prepares the goal for `ring`, which treats each sum as an opaque quantity and knows no relation between sums over different index sets. With $A=\sum_{k\in S}t_k$, $B=\sum_{k\notin S}t_k$ and $C=\sum_{k\in S}y(S\setminus\{k\})$, replacing $\sum_kt_k$ by $A+B$ turns the goal into

$$2D|S|\,y(S)+K\big(C+B\,y(S)\big)=K(A+B)\,y(S)+\big(KC+|S|\cdot 2D\,y(S)-K\,y(S)\,A\big),$$

a polynomial identity in which the two terms containing $A$ cancel. The term $-K\,y(S)\,A$ records that a molecule already excited cannot be excited again, so its amplitude is missing from the upward coupling.

## Molecules with different constants

The derivation treats each molecule separately, and the equality of the constants plays no part in it. Give molecule $k$ its own constants $D_k$ and $K_k$ and set

$$(Hy)(S)=\sum_{k\in S}2D_k\,y(S)+\sum_kK_k\,y(\mathrm{flip}_kS).$$

The same split and the same two product rules give

$$(Hy)(S)=\Big(\sum_kK_kt_k\Big)y(S)+\sum_{k\in S}\big(K_k+2D_kt_k-K_kt_k^2\big)\,y(S\setminus\{k\}),$$

so the projected equations would again fix $E=\sum_kK_kt_k$, force each bracket to vanish, and extend to all subsets, with an energy that is a sum of one-molecule contributions $K_kt_k$. This extension, like the exponential form and the normalisation given earlier, is ordinary algebra and is not among the theorems of the file.
